# Classification of qubit projectors: \(0\), \(\mathbb 1\), or \((\mathbb 1+n\cdot\sigma)/2\)

A complex \(2\times2\) matrix \(P\) satisfies \(P^\dagger=P\) and \(P^2=P\) if and only if \(P=0\), or \(P=\mathbb 1\) (the identity), or
\[
P=P_n=\tfrac12(\mathbb 1+n\cdot\sigma)
\]
for exactly one real unit vector \(n\), where \(\sigma=(\sigma_x,\sigma_y,\sigma_z)\) are the Pauli matrices. In quantum mechanics a sharp yes-or-no question is represented by an orthogonal projector, so for a single spin one-half every such question other than the two trivial ones asks whether the spin is up along some axis \(n\). The representation of questions by projectors is a postulate taken as given, and states, outcome probabilities, unsharp measurements and larger spins do not enter.

## Operators and directions

Operators on the two-dimensional state space are matrices in a fixed basis, with rows and columns numbered \(0,1\). In the code `I` is the imaginary unit \(i\), while the identity matrix is written `1`.

```lean
import Mathlib

open Matrix
open Complex (I)

namespace QubitProjectors

noncomputable section

/-- Operators on the state space of a spin one-half: complex 2×2 matrices. -/
abbrev Op := Matrix (Fin 2) (Fin 2) ℂ
```

The Pauli matrices have the usual form, with \(\sigma_z\) diagonal in this basis and no factor \(\hbar/2\).

```lean
/-- The Pauli matrix `σx`. -/
def σx : Op := !![0, 1; 1, 0]

/-- The Pauli matrix `σy`. -/
def σy : Op := !![0, -I; I, 0]

/-- The Pauli matrix `σz`. -/
def σz : Op := !![1, 0; 0, -1]
```

A real three-vector is a function `Fin 3 → ℝ` with components \(n_0,n_1,n_2\) along \(x,y,z\), so \(n\cdot\sigma=n_0\sigma_x+n_1\sigma_y+n_2\sigma_z\). The dot product is `⬝ᵥ`, and `n ⬝ᵥ n = 1` says \(|n|^2=1\).

```lean
/-- The operator `n·σ` for a real three-vector `n`. -/
def sigmaDot (n : Fin 3 → ℝ) : Op := (n 0 : ℂ) • σx + (n 1 : ℂ) • σy + (n 2 : ℂ) • σz
```

For a real number \(a\) and a real vector \(m\), let \(B(a,m)=a\mathbb 1+m\cdot\sigma\). The four numbers \((a,m_0,m_1,m_2)\) are the Pauli coordinates of this operator.

```lean
/-- The operator `a + m·σ` with real Pauli coordinates `a` and `m`. -/
def bloch (a : ℝ) (m : Fin 3 → ℝ) : Op := (a : ℂ) • (1 : Op) + sigmaDot m
```

The operator \(P_n\) is defined for every real \(n\), of unit length or not.

```lean
/-- The operator `(1 + n·σ)/2` for a real three-vector `n`. -/
def spinProj (n : Fin 3 → ℝ) : Op := (1 / 2 : ℂ) • (1 + sigmaDot n)
```

`IsProjector P` is the pair of conditions \(P^\dagger=P\) and \(PP=P\). Mathlib's `IsHermitian` compares \(P\) with its conjugate transpose, which amounts to taking the basis orthonormal.

```lean
/-- An orthogonal projector: a Hermitian and idempotent operator. -/
def IsProjector (P : Op) : Prop := P.IsHermitian ∧ P * P = P
```

## Pauli coordinates of a Hermitian matrix

Adding the four terms entry by entry gives
\[
B(a,m)=\begin{pmatrix} a+m_2 & m_0-im_1\\ m_0+im_1 & a-m_2\end{pmatrix}.
\]
The proof does the same: `ext i j` and `fin_cases` split the equation into its four entries.

```lean
/-- The matrix elements of `a + m·σ`. -/
theorem bloch_eq (a : ℝ) (m : Fin 3 → ℝ) :
    bloch a m = !![(a : ℂ) + m 2, m 0 - I * m 1; m 0 + I * m 1, (a : ℂ) - m 2] := by
  ext i j
  fin_cases i <;> fin_cases j <;> simp [bloch, sigmaDot, σx, σy, σz] <;> ring
```

The coordinates can be read back from a matrix \(M=B(a,m)\): \(m_0=\operatorname{Re}M_{10}\), \(m_1=\operatorname{Im}M_{10}\), and the diagonal supplies \(a+m_2\) and \(a-m_2\). If \(B(a,m)=B(b,n)\), then \(m_0=n_0\) and \(m_1=n_1\) (`e0`, `e1`). The difference of \(a+m_2=b+n_2\) and \(a-m_2=b-n_2\) gives \(m_2=n_2\) (`e2`), and their sum gives \(a=b\). An equation between two such operators is therefore equivalent to one scalar and one vector equation.

```lean
/-- The Pauli coordinates are unique: `a + m·σ = b + n·σ` exactly when `a = b` and `m = n`. -/
theorem bloch_inj {a b : ℝ} {m n : Fin 3 → ℝ} : bloch a m = bloch b n ↔ a = b ∧ m = n := by
  constructor
  · intro h
    have h00 := congrArg (fun M : Op => (M 0 0).re) h
    have h11 := congrArg (fun M : Op => (M 1 1).re) h
    have e0 : m 0 = n 0 := by simpa [bloch_eq] using congrArg (fun M : Op => (M 1 0).re) h
    have e1 : m 1 = n 1 := by simpa [bloch_eq] using congrArg (fun M : Op => (M 1 0).im) h
    simp [bloch_eq] at h00 h11
    have e2 : m 2 = n 2 := by linarith
    refine ⟨by linarith, ?_⟩
    funext i
    fin_cases i
    exacts [e0, e1, e2]
  · rintro ⟨rfl, rfl⟩
    rfl
```

Now let \(P^\dagger=P\), that is \(\overline{P_{ji}}=P_{ij}\). The diagonal entries are real (`hd`), and \(P_{01}=\overline{P_{10}}\), which is \(\operatorname{Re}P_{01}=\operatorname{Re}P_{10}\) (`hre`) together with \(\operatorname{Im}P_{01}=-\operatorname{Im}P_{10}\) (`him`). Set
\[
a=\tfrac12(P_{00}+P_{11}),\qquad c=\tfrac12(P_{00}-P_{11}),\qquad m=(\operatorname{Re}P_{10},\ \operatorname{Im}P_{10},\ c).
\]
Then \(P_{00}=a+m_2\), \(P_{11}=a-m_2\), \(P_{10}=m_0+im_1\) and \(P_{01}=m_0-im_1\), so \(P=B(a,m)\). Conversely the displayed matrix has a real diagonal and conjugate off-diagonal entries, so it is Hermitian. In both directions `Complex.ext` compares real and imaginary parts of each entry.

```lean
/-- A 2×2 matrix is Hermitian exactly when it has the form `a + m·σ` with real `a` and `m`. -/
theorem isHermitian_iff_bloch {P : Op} : P.IsHermitian ↔ ∃ a m, P = bloch a m := by
  constructor
  · intro hP
    -- real diagonal, conjugate off-diagonal elements
    have hd : ∀ i, (P i i).im = 0 := fun i => by
      have := congrArg Complex.im (hP.apply i i)
      simp only [Complex.star_def, Complex.conj_im] at this
      linarith
    have hre : (P 0 1).re = (P 1 0).re := by
      have := congrArg Complex.re (hP.apply 0 1)
      simp only [Complex.star_def, Complex.conj_re] at this
      linarith
    have him : (P 0 1).im = -(P 1 0).im := by
      have := congrArg Complex.im (hP.apply 0 1)
      simp only [Complex.star_def, Complex.conj_im] at this
      linarith
    -- mean and half-difference of the diagonal
    obtain ⟨a, c, h0, h1⟩ : ∃ a c : ℝ, (P 0 0).re = a + c ∧ (P 1 1).re = a - c :=
      ⟨((P 0 0).re + (P 1 1).re) / 2, ((P 0 0).re - (P 1 1).re) / 2, by ring, by ring⟩
    refine ⟨a, ![(P 1 0).re, (P 1 0).im, c], ?_⟩
    rw [bloch_eq]
    ext i j
    fin_cases i <;> fin_cases j <;> apply Complex.ext <;> simp [hd, hre, him, h0, h1]
  · rintro ⟨a, m, rfl⟩
    rw [bloch_eq]
    refine Matrix.IsHermitian.ext fun i j => ?_
    fin_cases i <;> fin_cases j <;> apply Complex.ext <;> simp
```

## The square

Multiply \(M=B(a,m)\) by itself:
\[
\begin{aligned}
(M^2)_{00}&=(a+m_2)^2+(m_0-im_1)(m_0+im_1)=a^2+|m|^2+2a\,m_2,\\
(M^2)_{01}&=(a+m_2)(m_0-im_1)+(m_0-im_1)(a-m_2)=2a\,(m_0-im_1),\\
(M^2)_{10}&=(m_0+im_1)(a+m_2)+(a-m_2)(m_0+im_1)=2a\,(m_0+im_1),\\
(M^2)_{11}&=(m_0+im_1)(m_0-im_1)+(a-m_2)^2=a^2+|m|^2-2a\,m_2 .
\end{aligned}
\]
These are the entries of \(B(a^2+|m|^2,\,2a\,m)\). The case \(a=0\) is the Pauli identity \((m\cdot\sigma)^2=|m|^2\mathbb 1\). In Lean the four entries become eight real polynomial identities, handled by `simp` and `ring`.

```lean
/-- Squaring in Pauli coordinates: `(a + m·σ)² = (a² + |m|²) + 2a m·σ`. -/
theorem bloch_mul_self (a : ℝ) (m : Fin 3 → ℝ) :
    bloch a m * bloch a m = bloch (a * a + m ⬝ᵥ m) ((2 * a) • m) := by
  ext i j
  fin_cases i <;> fin_cases j <;> apply Complex.ext <;>
    simp [bloch_eq, Matrix.mul_apply, Fin.sum_univ_two, dotProduct, Fin.sum_univ_three] <;>
    ring
```

## When \(P_n\) is a projector

Distributing the factor \(\tfrac12\) gives \(P_n=B(\tfrac12,\tfrac12 n)\); the tactic `module` checks this as an identity of linear combinations of \(\mathbb 1,\sigma_x,\sigma_y,\sigma_z\).

```lean
/-- The operator `(1 + n·σ)/2` has Pauli coordinates `1/2` and `n/2`. -/
theorem spinProj_eq_bloch (n : Fin 3 → ℝ) : spinProj n = bloch (1 / 2) ((1 / 2 : ℝ) • n) := by
  simp only [spinProj, bloch, sigmaDot, Pi.smul_apply, smul_eq_mul]
  push_cast
  module
```

So \(P_n\) is always Hermitian, and \(P_n^2=B(\tfrac14+\tfrac14|n|^2,\ \tfrac12 n)\). By uniqueness of coordinates, \(P_n^2=P_n\) means \(\tfrac14+\tfrac14|n|^2=\tfrac12\) and \(2\cdot\tfrac12\cdot\tfrac12 n=\tfrac12 n\). The vector equation always holds, and the scalar one is \(|n|^2=1\). The opening `rw` performs this reduction to coordinates, and `linarith` solves the scalar equation, which is linear in \(|n|^2\).

```lean
/-- The operator `(1 + n·σ)/2` is a projector exactly when `n` is a unit vector. -/
theorem isProjector_spinProj_iff (n : Fin 3 → ℝ) : IsProjector (spinProj n) ↔ n ⬝ᵥ n = 1 := by
  unfold IsProjector
  rw [spinProj_eq_bloch, bloch_mul_self, bloch_inj]
  constructor
  · rintro ⟨-, h, -⟩
    simp only [smul_dotProduct, dotProduct_smul, smul_eq_mul] at h
    linarith
  · intro h
    refine ⟨isHermitian_iff_bloch.2 ⟨_, _, rfl⟩, ?_, ?_⟩
    · simp only [smul_dotProduct, dotProduct_smul, smul_eq_mul]
      linarith
    · rw [show (2 * (1 / 2) : ℝ) = 1 by norm_num, one_smul]
```

## The classification

Let \(P\) be a projector. Being Hermitian, it is \(B(a,m)\), and \(P^2=P\) reads
\[
a^2+|m|^2=a,\qquad 2a\,m=m,
\]
which are `h1` and `h2`.

If \(a=\tfrac12\), the first equation gives \(|m|^2=\tfrac14\). Put \(n=2m\). Then \(|n|^2=4|m|^2=1\) and \(P_n=B(\tfrac12,m)=P\). If also \(P=P_{n'}\) for some vector \(n'\), comparing coordinates gives \(m=\tfrac12 n'\), hence \(n'=2m\). These are the three goals opened by the `refine` in the first branch; the uniqueness step does not use that \(n'\) has unit length.

If \(a\neq\tfrac12\), each component satisfies \((2a-1)m_i=0\) (`h4`) with \(2a-1\neq0\), so \(m=0\) (`hm`). The first equation becomes \(a(a-1)=0\) (`h5`), so \(P=B(0,0)=0\) or \(P=B(1,0)=\mathbb 1\).

Conversely \(0\) and \(\mathbb 1\) are Hermitian and idempotent, and \(P_n\) with \(|n|^2=1\) is a projector by `isProjector_spinProj_iff`.

The theorem `isProjector_iff` holds for every `P : Op` with no further hypothesis. The symbol `∃!` says that there is a real vector \(n\) with \(|n|^2=1\) and \(P=P_n\), and that any vector with both properties equals it. The vector is oriented: \(n\) and \(-n\) lie on the same line in space but label different projectors.

```lean
/-- Classification of qubit projectors: a 2×2 matrix is a projector exactly when it is `0`,
or `1`, or `(1 + n·σ)/2` for a unique real unit vector `n`. -/
theorem isProjector_iff (P : Op) :
    IsProjector P ↔ P = 0 ∨ P = 1 ∨ ∃! n : Fin 3 → ℝ, n ⬝ᵥ n = 1 ∧ P = spinProj n := by
  constructor
  · rintro ⟨hH, hP⟩
    obtain ⟨a, m, rfl⟩ := isHermitian_iff_bloch.1 hH
    -- idempotency reads a² + |m|² = a and 2a m = m
    rw [bloch_mul_self, bloch_inj] at hP
    obtain ⟨h1, h2⟩ := hP
    by_cases ha : a = 1 / 2
    · -- a = 1/2 forces |m|² = 1/4, and the axis is n = 2m
      subst ha
      refine Or.inr (Or.inr ⟨(2 : ℝ) • m, ⟨?_, ?_⟩, ?_⟩)
      · simp only [smul_dotProduct, dotProduct_smul, smul_eq_mul]
        linarith
      · rw [spinProj_eq_bloch, smul_smul, show (1 / 2 * 2 : ℝ) = 1 by norm_num, one_smul]
      · rintro n ⟨-, hn⟩
        rw [spinProj_eq_bloch, bloch_inj] at hn
        rw [hn.2, smul_smul, show (2 * (1 / 2) : ℝ) = 1 by norm_num, one_smul]
    · -- otherwise m = 0 and a² = a
      have hm : m = 0 := by
        funext i
        have h3 := congrFun h2 i
        simp only [Pi.smul_apply, smul_eq_mul] at h3
        have h4 : (2 * a - 1) * m i = 0 := by linarith
        rcases mul_eq_zero.1 h4 with h | h
        · exact absurd (by linarith) ha
        · exact h
      subst hm
      rw [zero_dotProduct] at h1
      have h5 : a * (a - 1) = 0 := by linarith
      rcases mul_eq_zero.1 h5 with h | h
      · left
        simp [bloch, sigmaDot, h]
      · right
        left
        simp [bloch, sigmaDot, sub_eq_zero.1 h]
  · rintro (rfl | rfl | ⟨n, ⟨hn, rfl⟩, -⟩)
    · exact ⟨isHermitian_zero, mul_zero _⟩
    · exact ⟨isHermitian_one, mul_one _⟩
    · exact (isProjector_spinProj_iff n).2 hn
```

## The third case differs from the first two

The disjunction in `isProjector_iff` is inclusive, so it does not by itself separate the cases. The trace does. Writing \(P_n=B(\tfrac12,\tfrac12 n)\),
\[
\operatorname{tr}P_n=(\tfrac12+\tfrac12 n_2)+(\tfrac12-\tfrac12 n_2)=1,
\]
whereas \(\operatorname{tr}0=0\) and \(\operatorname{tr}\mathbb 1=2\). Hence \(P_n\neq0\) and \(P_n\neq\mathbb 1\), for every real \(n\). The proof substitutes each supposed equality into `ht` and reaches \(0=1\) or \(2=1\). The statement is about the trace; that a projector of trace one has a one-dimensional range is a familiar consequence which no theorem in the file states.

```lean
/-- The operator `(1 + n·σ)/2` has trace one and differs from both `0` and `1`. -/
theorem trace_spinProj (n : Fin 3 → ℝ) :
    (spinProj n).trace = 1 ∧ spinProj n ≠ 0 ∧ spinProj n ≠ 1 := by
  have ht : (spinProj n).trace = 1 := by
    rw [spinProj_eq_bloch, bloch_eq, trace_fin_two_of]
    push_cast
    ring
  refine ⟨ht, fun h => ?_, fun h => ?_⟩
  · rw [h] at ht
    simp at ht
  · rw [h, trace_fin_two] at ht
    norm_num at ht
```

## The complementary question

Since \((-n)\cdot\sigma=-\,n\cdot\sigma\),
\[
P_{-n}=\tfrac12(\mathbb 1-n\cdot\sigma)=\mathbb 1-P_n,\qquad P_n-P_{-n}=n\cdot\sigma .
\]
Both are linear identities, again settled by `module`. The product uses the hypothesis `hn`, \(|n|^2=1\), through idempotency:
\[
P_nP_{-n}=P_n(\mathbb 1-P_n)=P_n-P_n^2=0 .
\]
The negation of the question "up along \(n\)" is thus the question "up along \(-n\)". The two projectors sum to \(\mathbb 1\), their product vanishes, and \(n\cdot\sigma=(+1)P_n+(-1)P_{-n}\) writes the spin component along a unit vector \(n\), measured in units of \(\hbar/2\), in terms of them with weights \(\pm1\).

```lean
/-- For a unit vector `n`, the projector along `-n` is the complement of the projector along
`n`, their product vanishes, and their difference is `n·σ`. -/
theorem spinProj_neg {n : Fin 3 → ℝ} (hn : n ⬝ᵥ n = 1) :
    spinProj (-n) = 1 - spinProj n ∧ spinProj n * spinProj (-n) = 0 ∧
      spinProj n - spinProj (-n) = sigmaDot n := by
  have h : spinProj (-n) = 1 - spinProj n := by
    simp only [spinProj, sigmaDot, Pi.neg_apply]
    push_cast
    module
  refine ⟨h, ?_, ?_⟩
  · rw [h, mul_sub, mul_one, ((isProjector_spinProj_iff n).2 hn).2, sub_self]
  · simp only [spinProj, sigmaDot, Pi.neg_apply]
    push_cast
    module
```

## An example along \(y\)

For \(n=(0,1,0)\) one has \(|n|^2=1\) and \(n\cdot\sigma=\sigma_y\), so
\[
P_n=\tfrac12(\mathbb 1+\sigma_y)=\begin{pmatrix}1/2&-i/2\\ i/2&1/2\end{pmatrix}
\]
is a projector with imaginary off-diagonal entries. The first half of the theorem applies `isProjector_spinProj_iff`, and the second compares the four entries.

```lean
/-- The operator `(1 + σy)/2` is a projector, with the explicit matrix shown. -/
theorem isProjector_witness :
    IsProjector (spinProj ![0, 1, 0]) ∧
      spinProj ![0, 1, 0] = !![1 / 2, -I / 2; I / 2, 1 / 2] := by
  refine ⟨(isProjector_spinProj_iff _).2 (by simp [dotProduct, Fin.sum_univ_three]), ?_⟩
  ext i j
  fin_cases i <;> fin_cases j <;> simp [spinProj, sigmaDot, σx, σy, σz] <;> ring

end

end QubitProjectors
```

```lean
#print axioms QubitProjectors.isProjector_iff
#print axioms QubitProjectors.trace_spinProj
#print axioms QubitProjectors.spinProj_neg
```

```
'QubitProjectors.isProjector_iff' depends on axioms: [propext, Classical.choice, Quot.sound]
'QubitProjectors.trace_spinProj' depends on axioms: [propext, Classical.choice, Quot.sound]
'QubitProjectors.spinProj_neg' depends on axioms: [propext, Classical.choice, Quot.sound]
```
